# A continuous, normalised real electronic eigenstate of the linear E⊗e Jahn–Teller Hamiltonian gains $(-1)^n$ on winding $n$ times around the conical intersection

## The Hamiltonian and two electronic states

A doubly degenerate electronic level is coupled to a two-dimensional distortion with polar coordinates $\rho$ and $\theta$. A real electronic state is a pair $u=(u_0,u_1)$, numbered from 0 as in Lean, and it is normalised when $u\cdot u=u_0^2+u_1^2=1$. The nuclei are not dynamical here: an adiabatic state is an eigenvector of the electronic Hamiltonian at each point of a path of distortions.

```lean
import Mathlib

open Real Set Matrix

namespace JahnTellerBerrySign

noncomputable section
```

These lines load the mathematical library Mathlib and allow short names such as `π` and `Icc`. `Icc a b` is the closed interval $[a,b]$.

```lean
/-- The linear E⊗e Jahn-Teller Hamiltonian at distortion radius `ρ` and angle `θ`,
in a real basis of the two electronic states. -/
def jtHamiltonian (ρ θ : ℝ) : Matrix (Fin 2) (Fin 2) ℝ :=
  !![ρ * Real.cos θ, ρ * Real.sin θ; ρ * Real.sin θ, -(ρ * Real.cos θ)]
```

This is the matrix

$$H(\rho,\theta)=\rho\begin{pmatrix}\cos\theta&\sin\theta\\ \sin\theta&-\cos\theta\end{pmatrix}.$$

The linear vibronic coupling constant is absorbed into $\rho$, which is therefore an energy. The elastic energy is left out, since it multiplies the identity and does not change the eigenvectors. For $\rho>0$ the energies are $\rho$ on the upper sheet and $-\rho$ on the lower. They meet at $\rho=0$, the conical intersection. The model has two electronic states and no coupling beyond linear order.

```lean
/-- The real electronic state whose mixing angle is half the distortion angle. -/
def halfAngle (θ : ℝ) : Fin 2 → ℝ := ![Real.cos (θ / 2), Real.sin (θ / 2)]
```

The half-angle state is $h(\theta)=(\cos\tfrac\theta2,\sin\tfrac\theta2)$. The type `Fin 2 → ℝ` is Lean's form of a real vector with components 0 and 1.

```lean
/-- A complex electronic state, written with the full distortion angle only. -/
def complexState (t : ℝ) : Fin 2 → ℂ :=
  ![(((1 + Real.cos t) / 2 : ℝ) : ℂ) + ((Real.sin t / 2 : ℝ) : ℂ) * Complex.I,
    ((Real.sin t / 2 : ℝ) : ℂ) + (((1 - Real.cos t) / 2 : ℝ) : ℂ) * Complex.I]
```

This complex state serves as a contrast at the end:

$$\psi(t)=\left(\tfrac{1+\cos t}{2}+\tfrac{i\sin t}{2},\ \tfrac{\sin t}{2}+\tfrac{i(1-\cos t)}{2}\right).$$

## The half-angle state spans the upper eigenspace

```lean
/-- The action of the Jahn-Teller Hamiltonian on a real state, in components. -/
lemma jtHamiltonian_mulVec (ρ θ : ℝ) (u : Fin 2 → ℝ) :
    jtHamiltonian ρ θ *ᵥ u = ![ρ * (Real.cos θ * u 0 + Real.sin θ * u 1),
      ρ * (Real.sin θ * u 0 - Real.cos θ * u 1)] := by
  ext i
  fin_cases i <;> simp [jtHamiltonian, Matrix.mulVec, dotProduct, Fin.sum_univ_two] <;> ring
```

The symbol `*ᵥ` applies a matrix to a vector. The lemma writes out the components of $Hu$: $\rho(\cos\theta\,u_0+\sin\theta\,u_1)$ and $\rho(\sin\theta\,u_0-\cos\theta\,u_1)$.

```lean
/-- The overlap of a real state with the half-angle state, in components. -/
lemma halfAngle_overlap (θ : ℝ) (u : Fin 2 → ℝ) :
    halfAngle θ ⬝ᵥ u = Real.cos (θ / 2) * u 0 + Real.sin (θ / 2) * u 1 := by
  simp [halfAngle, dotProduct, Fin.sum_univ_two]
```

The symbol `⬝ᵥ` is the real dot product, so the overlap is $h(\theta)\cdot u=\cos\tfrac\theta2\,u_0+\sin\tfrac\theta2\,u_1$.

```lean
/-- The cosine and sine of an angle in terms of the half angle. -/
lemma double_angle (θ : ℝ) : Real.cos θ = 2 * Real.cos (θ / 2) ^ 2 - 1 ∧
    Real.sin θ = 2 * Real.sin (θ / 2) * Real.cos (θ / 2) := by
  have e : θ = 2 * (θ / 2) := by ring
  exact ⟨(congrArg Real.cos e).trans (Real.cos_two_mul _),
    (congrArg Real.sin e).trans (Real.sin_two_mul _)⟩
```

Write $C=\cos\tfrac\theta2$ and $S=\sin\tfrac\theta2$. The lemma records $\cos\theta=2C^2-1$ and $\sin\theta=2SC$.

```lean
/-- The half-angle state is continuous in the distortion angle, normalised, and an
eigenstate of the Jahn-Teller Hamiltonian with energy `ρ`. -/
theorem halfAngle_witness : Continuous halfAngle ∧ ∀ θ, halfAngle θ ⬝ᵥ halfAngle θ = 1 ∧
    ∀ ρ, jtHamiltonian ρ θ *ᵥ halfAngle θ = ρ • halfAngle θ := by
  refine ⟨continuous_pi (Fin.forall_fin_two.2 ⟨?_, ?_⟩), fun θ => ⟨?_, fun ρ => ?_⟩⟩
  · change Continuous fun θ : ℝ => Real.cos (θ / 2)
    fun_prop
  · change Continuous fun θ : ℝ => Real.sin (θ / 2)
    fun_prop
  · rw [halfAngle_overlap]
    change Real.cos (θ / 2) * Real.cos (θ / 2) + Real.sin (θ / 2) * Real.sin (θ / 2) = 1
    linear_combination Real.sin_sq_add_cos_sq (θ / 2)
  · obtain ⟨hc, hs⟩ := double_angle θ
    rw [jtHamiltonian_mulVec]
    refine funext (Fin.forall_fin_two.2 ⟨?_, ?_⟩)
    · change ρ * (Real.cos θ * Real.cos (θ / 2) + Real.sin θ * Real.sin (θ / 2))
        = ρ * Real.cos (θ / 2)
      rw [hc, hs]
      linear_combination 2 * ρ * Real.cos (θ / 2) * Real.sin_sq_add_cos_sq (θ / 2)
    · change ρ * (Real.sin θ * Real.cos (θ / 2) - Real.cos θ * Real.sin (θ / 2))
        = ρ * Real.sin (θ / 2)
      rw [hc, hs]
      ring
```

The theorem says that $h$ is continuous, that $h\cdot h=1$, and that $Hh=\rho h$. Normalisation is $C^2+S^2=1$. For the eigenvalue equation, the two components of $Hh$ are $\rho$ times

$$(2C^2-1)C+2S^2C=C,\qquad 2SC^2-(2C^2-1)S=S.$$

A continuous, normalised real state of energy $\rho$ therefore exists along any continuous angle, and the sign theorem below applies to actual states.

In the proof, `fun_prop` establishes continuity, and `linear_combination` confirms an equation by adding stated multiples of known ones, here of $S^2+C^2=1$.

```lean
/-- Away from the conical intersection, every real state of energy `ρ` is its overlap
with the half-angle state times the half-angle state. -/
theorem upper_state_parallel {ρ θ : ℝ} {u : Fin 2 → ℝ} (hρ : ρ ≠ 0)
    (h : jtHamiltonian ρ θ *ᵥ u = ρ • u) : u = (halfAngle θ ⬝ᵥ u) • halfAngle θ := by
  rw [jtHamiltonian_mulVec] at h
  have h0 : ρ * (Real.cos θ * u 0 + Real.sin θ * u 1) = ρ * u 0 := congrFun h 0
  have h1 : ρ * (Real.sin θ * u 0 - Real.cos θ * u 1) = ρ * u 1 := congrFun h 1
  have a0 := mul_left_cancel₀ hρ h0
  have a1 := mul_left_cancel₀ hρ h1
  obtain ⟨hc, hs⟩ := double_angle θ
  rw [hc, hs] at a0 a1
  have hp := Real.sin_sq_add_cos_sq (θ / 2)
  rw [halfAngle_overlap]
  set C := Real.cos (θ / 2)
  set S := Real.sin (θ / 2)
  -- the component orthogonal to the half-angle state gives zero when multiplied by `S` or `C`
  have s0 : S * (C * u 1 - S * u 0) = 0 := by linear_combination a0 / 2 - u 0 * hp
  have s1 : C * (C * u 1 - S * u 0) = 0 := by linear_combination -a1 / 2
  have g0 : u 0 = (C * u 0 + S * u 1) * C := by linear_combination -s0 - u 0 * hp
  have g1 : u 1 = (C * u 0 + S * u 1) * S := by linear_combination s1 - u 1 * hp
  refine funext (Fin.forall_fin_two.2 ⟨?_, ?_⟩)
  · exact g0
  · exact g1
```

Conversely, if $\rho\neq0$ and $Hu=\rho u$, then $u=(h\cdot u)\,h$. Divide the eigenvalue equation by $\rho$ and insert the double-angle formulas. With $w=Cu_1-Su_0$, the component of $u$ orthogonal to $h$, the two rows become

$$Sw=0,\qquad Cw=0.$$

These are `s0` and `s1` in the proof. Using $C^2+S^2=1$ again,

$$u_0=(Cu_0+Su_1)C-Sw,\qquad u_1=(Cu_0+Su_1)S+Cw,$$

and the terms in $w$ vanish, which gives `g0` and `g1`. At $\rho=0$ the Hamiltonian is zero and every vector has energy $0$, so the condition $\rho\neq0$ is needed.

## The sign after $n$ turns

```lean
/-- Increasing the distortion angle by `n` full turns multiplies the half-angle state
by `(-1)^n`. -/
theorem halfAngle_winding (θ : ℝ) (n : ℤ) :
    halfAngle (θ + 2 * π * n) = (-1 : ℝ) ^ n • halfAngle θ := by
  have e : (θ + 2 * π * n) / 2 = θ / 2 + n * π := by ring
  refine funext (Fin.forall_fin_two.2 ⟨?_, ?_⟩)
  · change Real.cos ((θ + 2 * π * n) / 2) = (-1 : ℝ) ^ n * Real.cos (θ / 2)
    rw [e, Real.cos_add_int_mul_pi]
  · change Real.sin ((θ + 2 * π * n) / 2) = (-1 : ℝ) ^ n * Real.sin (θ / 2)
    rw [e, Real.sin_add_int_mul_pi]
```

Adding $2\pi n$ to $\theta$ adds $n\pi$ to the half angle. Both the cosine and the sine are then multiplied by $(-1)^n$, so $h(\theta+2\pi n)=(-1)^n h(\theta)$. The integer `n` may be negative, which means turning the other way.

```lean
/-- A continuous real normalised state of energy `ρ`, followed along a path that winds
`n` times around the conical intersection, is multiplied by `(-1)^n`. -/
theorem berry_sign_upper {a b : ℝ} (hab : a ≤ b) {ρ θ : ℝ → ℝ} {u : ℝ → Fin 2 → ℝ} (n : ℤ)
    (hρ : ∀ t ∈ Icc a b, 0 < ρ t) (hθ : ContinuousOn θ (Icc a b))
    (hn : θ b = θ a + 2 * π * n) (hu : ContinuousOn u (Icc a b))
    (hunit : ∀ t ∈ Icc a b, u t ⬝ᵥ u t = 1)
    (heig : ∀ t ∈ Icc a b, jtHamiltonian (ρ t) (θ t) *ᵥ u t = ρ t • u t) :
    u b = (-1 : ℝ) ^ n • u a := by
  have ha : a ∈ Icc a b := left_mem_Icc.2 hab
  have hb : b ∈ Icc a b := right_mem_Icc.2 hab
  have par := fun t ht => upper_state_parallel (hρ t ht).ne' (heig t ht)
  -- the overlap with the half-angle state is continuous and squares to one
  have hcont : ContinuousOn (fun t => halfAngle (θ t) ⬝ᵥ u t) (Icc a b) := by
    simp only [halfAngle_overlap]
    exact ((Real.continuous_cos.comp_continuousOn (hθ.div_const 2)).mul
      (continuousOn_pi.1 hu 0)).add
      ((Real.continuous_sin.comp_continuousOn (hθ.div_const 2)).mul (continuousOn_pi.1 hu 1))
  have hsq : EqOn ((fun t => halfAngle (θ t) ⬝ᵥ u t) ^ 2) 1 (Icc a b) := by
    intro t ht
    change (halfAngle (θ t) ⬝ᵥ u t) ^ 2 = 1
    calc (halfAngle (θ t) ⬝ᵥ u t) ^ 2
        = ((halfAngle (θ t) ⬝ᵥ u t) • halfAngle (θ t)) ⬝ᵥ u t := by
          rw [smul_dotProduct, smul_eq_mul, sq]
      _ = 1 := by rw [← par t ht, hunit t ht]
  -- hence it has the same value at both ends of the path
  have hconst : halfAngle (θ b) ⬝ᵥ u b = halfAngle (θ a) ⬝ᵥ u a := by
    rcases isPreconnected_Icc.eq_one_or_eq_neg_one_of_sq_eq hcont hsq with h | h
    · exact (h hb).trans (h ha).symm
    · exact (h hb).trans (h ha).symm
  calc u b = (halfAngle (θ b) ⬝ᵥ u b) • halfAngle (θ b) := par b hb
    _ = (halfAngle (θ a) ⬝ᵥ u a) • ((-1 : ℝ) ^ n • halfAngle (θ a)) := by
      rw [hconst, hn, halfAngle_winding]
    _ = (-1 : ℝ) ^ n • ((halfAngle (θ a) ⬝ᵥ u a) • halfAngle (θ a)) := smul_comm _ _ _
    _ = (-1 : ℝ) ^ n • u a := by rw [← par a ha]
```

The hypotheses describe a path on $[a,b]$:

- `hρ`: the radius $\rho(t)$ is positive, so the path avoids the intersection.
- `hθ` and `hn`: the angle $\theta(t)$ is continuous and grows by $2\pi n$ in total.
- `hu` and `hunit`: the state $u(t)$ is continuous and normalised.
- `heig`: at each $t$, $u(t)$ has energy $\rho(t)$.

The conclusion is $u(b)=(-1)^n u(a)$. The radius need not return to its initial value, because the eigenvectors depend only on the angle.

By hand, let $c(t)=h(\theta(t))\cdot u(t)$. Since $\rho(t)\neq0$, the theorem `upper_state_parallel` gives $u(t)=c(t)\,h(\theta(t))$, and therefore

$$1=u\cdot u=c\,(h\cdot u)=c^2.$$

So $c$ takes only the values $1$ and $-1$. It is continuous on an interval, hence constant, and

$$u(b)=c(b)\,h(\theta(b))=c(a)\,(-1)^n h(\theta(a))=(-1)^n u(a).$$

The proof has the same order. `par` is the proportionality of $u$ and $h$, `hcont` the continuity of $c$, `hsq` the identity $c^2=1$, and `hconst` the equality $c(b)=c(a)$. The interval enters through `isPreconnected_Icc`, which says that $[a,b]$ does not fall into separate parts. The final `calc` block is the displayed chain.

```lean
/-- A continuous real normalised state of energy `-ρ`, followed along a path that winds `n` times
around the conical intersection, is multiplied by `(-1)^n`. -/
theorem berry_sign_lower {a b : ℝ} (hab : a ≤ b) {ρ θ : ℝ → ℝ} {u : ℝ → Fin 2 → ℝ} (n : ℤ)
    (hρ : ∀ t ∈ Icc a b, 0 < ρ t) (hθ : ContinuousOn θ (Icc a b))
    (hn : θ b = θ a + 2 * π * n) (hu : ContinuousOn u (Icc a b))
    (hunit : ∀ t ∈ Icc a b, u t ⬝ᵥ u t = 1)
    (heig : ∀ t ∈ Icc a b, jtHamiltonian (ρ t) (θ t) *ᵥ u t = -ρ t • u t) :
    u b = (-1 : ℝ) ^ n • u a := by
  -- a shift of the angle by π reverses the sign of the Hamiltonian
  have flip : ∀ r x : ℝ, jtHamiltonian r (x + π) = -jtHamiltonian r x := by
    intro r x
    ext i j
    fin_cases i <;> fin_cases j <;> simp [jtHamiltonian, Real.cos_add_pi, Real.sin_add_pi]
  refine berry_sign_upper hab (θ := fun t => θ t + π) n hρ (hθ.add continuousOn_const)
    ?_ hu hunit fun t ht => ?_
  · linear_combination hn
  · rw [flip, Matrix.neg_mulVec, heig t ht, neg_smul, neg_neg]
```

The lower sheet differs only in `heig`, where the energy is now $-\rho(t)$. Since $\cos(\theta+\pi)=-\cos\theta$ and $\sin(\theta+\pi)=-\sin\theta$,

$$H(\rho,\theta+\pi)=-H(\rho,\theta).$$

A state of energy $-\rho$ at angle $\theta$ is thus a state of energy $+\rho$ at angle $\theta+\pi$. The shifted angle still grows by $2\pi n$, so the upper-sheet theorem gives the same sign. In the proof, `flip` is the reversal of the Hamiltonian.

## One turn at unit radius

```lean
/-- A continuous real normalised state of energy `1` on the unit circle of distortions is multiplied
by `-1` after one turn. -/
theorem berry_sign_change {u : ℝ → Fin 2 → ℝ} (hu : ContinuousOn u (Icc 0 (2 * π)))
    (hunit : ∀ t ∈ Icc 0 (2 * π), u t ⬝ᵥ u t = 1)
    (heig : ∀ t ∈ Icc 0 (2 * π), jtHamiltonian 1 t *ᵥ u t = u t) :
    u (2 * π) = -u 0 := by
  have h := berry_sign_upper (ρ := fun _ => 1) (θ := fun t => t) Real.two_pi_pos.le 1
    (fun _ _ => one_pos) continuousOn_id (by simp) hu hunit
    (fun t ht => by rw [one_smul]; exact heig t ht)
  simpa using h
```

Setting $\rho=1$, $\theta(t)=t$ and $n=1$ on $[0,2\pi]$ gives $u(2\pi)=-u(0)$. For a real state this sign change is a Berry phase of $\pi$. It is obtained here by comparing the vectors at the two ends; no geometric phase is defined here for general complex states.

If a vibronic wavefunction in this two-state linear model is the product of one such real electronic state and a nuclear factor, the nuclear factor must also change sign around the loop for the product to be single-valued.

```lean
/-- No continuous real normalised state vector of energy `1` on the unit circle of distortions
returns to the same vector after one turn. -/
theorem no_single_valued_real_state :
    ¬ ∃ u : ℝ → Fin 2 → ℝ, ContinuousOn u (Icc 0 (2 * π)) ∧
      (∀ t ∈ Icc 0 (2 * π), u t ⬝ᵥ u t = 1) ∧
      (∀ t ∈ Icc 0 (2 * π), jtHamiltonian 1 t *ᵥ u t = u t) ∧ u (2 * π) = u 0 := by
  rintro ⟨u, hu, hunit, heig, hper⟩
  have h := hper.symm.trans (berry_sign_change hu hunit heig)
  have z : u 0 = 0 := by
    funext i
    have hi : u 0 i = -u 0 i := congrFun h i
    change u 0 i = 0
    linarith
  have h1 := hunit 0 (left_mem_Icc.2 Real.two_pi_pos.le)
  rw [z] at h1
  simp at h1
```

Suppose that a continuous, normalised real state of energy 1 also satisfied $u(2\pi)=u(0)$. Together with $u(2\pi)=-u(0)$ this gives $u(0)=-u(0)$, so $u(0)=0$, which contradicts $u(0)\cdot u(0)=1$. The proof derives the zero vector as `z` and inserts it into the normalisation at $t=0$. The theorem is stated for the upper sheet on the unit circle.

## A complex state that closes after one turn

```lean
/-- The complex state `complexState` is continuous, single-valued around the circle,
normalised, and an eigenstate of energy `1`. -/
theorem single_valued_complex_state :
    Continuous complexState ∧ Function.Periodic complexState (2 * π) ∧
    ∀ t, Complex.normSq (complexState t 0) + Complex.normSq (complexState t 1) = 1 ∧
      (jtHamiltonian 1 t).map (fun x : ℝ => (x : ℂ)) *ᵥ complexState t = complexState t := by
  refine ⟨continuous_pi (Fin.forall_fin_two.2 ⟨?_, ?_⟩), fun t => ?_, fun t => ⟨?_, ?_⟩⟩
  · simp only [complexState, Matrix.cons_val_zero]
    fun_prop
  · simp only [complexState, Matrix.cons_val_one]
    fun_prop
  · simp only [complexState, Real.cos_add_two_pi, Real.sin_add_two_pi]
  · simp only [complexState, Matrix.cons_val_zero, Matrix.cons_val_one,
      Complex.normSq_add_mul_I]
    linear_combination Real.sin_sq_add_cos_sq t / 2
  · have hp := Complex.sin_sq_add_cos_sq (t : ℂ)
    refine funext (Fin.forall_fin_two.2 ⟨?_, ?_⟩)
    · simp [jtHamiltonian, complexState, Matrix.mulVec, dotProduct, Fin.sum_univ_two]
      linear_combination hp / 2
    · simp [jtHamiltonian, complexState, Matrix.mulVec, dotProduct, Fin.sum_univ_two]
      linear_combination Complex.I / 2 * hp

end

end JahnTellerBerrySign
```

The word "real" matters in the preceding theorem. The state $\psi$ is continuous, has period $2\pi$, is normalised, and satisfies $H(1,t)\psi(t)=\psi(t)$. The expression with `.map` is the same real Hamiltonian with its entries read as complex numbers, and `Complex.normSq` is the squared modulus.

By hand, the half-angle formulas give

$$\psi(t)=e^{it/2}\left(\cos\tfrac t2,\ \sin\tfrac t2\right).$$

The phase factor has modulus one, so $\psi$ inherits normalisation and the eigenvalue equation from $h$. Over one turn the phase factor and $h$ both change sign, and their product returns to itself.

Lean works with the components in $\cos t$ and $\sin t$ instead. Periodicity is then immediate, and the squared moduli add up to

$$\frac{(1+\cos t)^2+2\sin^2t+(1-\cos t)^2}{4}=1.$$

The two rows of the eigenvalue equation likewise reduce to $\sin^2t+\cos^2t=1$.

```lean
#print axioms JahnTellerBerrySign.berry_sign_lower
#print axioms JahnTellerBerrySign.no_single_valued_real_state
#print axioms JahnTellerBerrySign.single_valued_complex_state
```

```
'JahnTellerBerrySign.berry_sign_lower' depends on axioms: [propext, Classical.choice, Quot.sound]
'JahnTellerBerrySign.no_single_valued_real_state' depends on axioms: [propext, Classical.choice, Quot.sound]
'JahnTellerBerrySign.single_valued_complex_state' depends on axioms: [propext, Classical.choice, Quot.sound]
```
